# Lanczos vectors as polynomials in the operator: qⱼ = pⱼ(A) q₀ with deg pⱼ = j

The Hamiltonian of a lattice model, or of a configuration-interaction expansion in a finite basis, is often too large to store or diagonalise, while its action on a single vector is cheap. The Lanczos method uses only this action. From a start vector q₀ it produces vectors q₁, q₂, … with one application of the operator A per step, tied together by numbers a₀, a₁, … and b₁, b₂, … through

    bⱼ₊₁ qⱼ₊₁ = (A − aⱼ) qⱼ − bⱼ qⱼ₋₁,    q₋₁ = 0.

The question is what qⱼ is in terms of A and q₀ alone. In exact arithmetic, and as long as b₁, …, bⱼ are nonzero, it is a polynomial of degree j in the Hamiltonian acting on the start state, so a variational state assembled from q₀, …, qⱼ lies in the span of q₀, Aq₀, …, Aʲq₀.

## Setting

The scalars form a field K, which covers both ℝ and ℂ. The states form a vector space V over K of any dimension, and A is a linear map defined on all of V, written `Module.End K V`. An unbounded Hamiltonian fits only after restriction to a subspace that it maps into itself. Polynomials in a variable X with coefficients in K have type `K[X]`, and `C c` is the constant polynomial with value c.

```lean
import Mathlib

open Polynomial

namespace LanczosPolynomials

noncomputable section

variable {K : Type*} [Field K] {V : Type*} [AddCommGroup V] [Module K V]
```

The Lanczos polynomials pⱼ obey the recurrence of the vectors with A replaced by X, starting from p₋₁ = 0 and p₀ = 1. Lean indexes by natural numbers, so the first step is written separately and the general step is shifted by one:

    p₀ = 1,    p₁ = b₁⁻¹ (X − a₀),
    pⱼ₊₂ = bⱼ₊₂⁻¹ [ (X − aⱼ₊₁) pⱼ₊₁ − bⱼ₊₁ pⱼ ].

The sequences `a b : ℕ → K` are arbitrary, and the entry `b 0` is never used. Lean sets 0⁻¹ = 0, so a vanishing bⱼ₊₂ makes pⱼ₊₂ the zero polynomial; this is why every theorem about pⱼ below assumes the relevant b nonzero.

```lean
/-- Lanczos polynomials: `p₀ = 1`, `p₁ = (X - a₀)/b₁` and
`p_(j+2) = ((X - a_(j+1)) p_(j+1) - b_(j+1) p_j) / b_(j+2)`. -/
def lanczosPoly (a b : ℕ → K) : ℕ → K[X]
  | 0 => 1
  | 1 => C (b 1)⁻¹ * (X - C (a 0))
  | j + 2 => C (b (j + 2))⁻¹ *
      ((X - C (a (j + 1))) * lanczosPoly a b (j + 1) - C (b (j + 1)) * lanczosPoly a b j)
```

An auxiliary family πⱼ is defined without any division:

    π₀ = 1,    π₁ = X − a₀,
    πⱼ₊₂ = (X − aⱼ₊₁) πⱼ₊₁ − bⱼ₊₁² πⱼ.

```lean
/-- Unnormalised polynomials: `π₀ = 1`, `π₁ = X - a₀` and
`π_(j+2) = (X - a_(j+1)) π_(j+1) - b_(j+1)² π_j`. -/
def monicPoly (a b : ℕ → K) : ℕ → K[X]
  | 0 => 1
  | 1 => X - C (a 0)
  | j + 2 => (X - C (a (j + 1))) * monicPoly a b (j + 1) - C (b (j + 1) ^ 2) * monicPoly a b j
```

The product of off-diagonal coefficients is βⱼ = b₁b₂⋯bⱼ, with β₀ = 1 as the empty product. In the code the index i runs over 0, …, j − 1 and the factor is `b (i + 1)`. It follows that βⱼ₊₁ = βⱼ bⱼ₊₁.

```lean
/-- The product `β_j = b₁ ⋯ b_j` of off-diagonal coefficients. -/
def betaProd (b : ℕ → K) (j : ℕ) : K := ∏ i ∈ Finset.range j, b (i + 1)
```

A run of length n is a sequence of vectors for which the recurrence holds up to qₙ:

    b₁ q₁ = A q₀ − a₀ q₀    (if n ≥ 1),
    bⱼ₊₂ qⱼ₊₂ = A qⱼ₊₁ − aⱼ₊₁ qⱼ₊₁ − bⱼ₊₁ qⱼ    (for j + 2 ≤ n).

Vectors beyond qₙ are unconstrained, and for n = 0 the condition is empty.

```lean
/-- The vectors `q₀, …, q_n` obey the three-term recurrence
`b_(j+1) q_(j+1) = (A - a_j) q_j - b_j q_(j-1)` with `q_(-1) = 0`. -/
def IsLanczosSeq (A : Module.End K V) (a b : ℕ → K) (q : ℕ → V) (n : ℕ) : Prop :=
  (1 ≤ n → b 1 • q 1 = A (q 0) - a 0 • q 0) ∧
  ∀ j, j + 2 ≤ n →
    b (j + 2) • q (j + 2) = A (q (j + 1)) - a (j + 1) • q (j + 1) - b (j + 1) • q j
```

In the basic form of the algorithm, without reorthogonalisation, these relations come from a loop that needs only the last two vectors and a work vector w. For Hermitian A and a unit vector q₀, step j reads

    w ← A qⱼ − bⱼ qⱼ₋₁
    aⱼ ← ⟨qⱼ, w⟩
    w ← w − aⱼ qⱼ
    bⱼ₊₁ ← ‖w‖
    qⱼ₊₁ ← w / bⱼ₊₁

and the loop must stop if ‖w‖ = 0, because the last line would then divide by zero. The polynomials are never formed. The predicate `IsLanczosSeq` retains from this loop only the identity bⱼ₊₁qⱼ₊₁ = w. There is no inner product in the model, A need not be Hermitian, and aⱼ, bⱼ need not be an expectation value and a norm. The results below are therefore the algebraic part of the Lanczos method: orthonormality of the qⱼ, the tridiagonal form of the projected operator, convergence of eigenvalue estimates and the effects of rounding are not treated. The recurrence itself is a hypothesis, with the same bⱼ appearing as divisor in one step and as coupling in the next.

## (a) πⱼ is monic of degree j

Task. Show that for all coefficients a, b and every j, the polynomial πⱼ has degree j and leading coefficient 1.

Solution. Use induction in steps of two. The claim holds for π₀ = 1 and π₁ = X − a₀. Assume it for j and j + 1. The product (X − aⱼ₊₁)πⱼ₊₁ of two monic polynomials is monic, of degree 1 + (j + 1) = j + 2. The term bⱼ₊₁²πⱼ has degree at most j, whatever the value of bⱼ₊₁. Subtracting it leaves the coefficient of Xʲ⁺² unchanged and adds nothing of higher order, so

    πⱼ₊₂ = Xʲ⁺² + (terms of degree ≤ j + 1).

In Lean, `Monic` means leading coefficient 1 and `natDegree` is the degree as a natural number. `Nat.twoStepInduction` supplies the cases `zero`, `one` and `more`, with `h0` and `h1` the assumptions for j and j + 1. The steps `hm` and `hd` treat the product, `hlt` is the degree comparison, and the last line draws both conclusions for the difference.

```lean
/-- The polynomial `π_j` is monic of degree `j`. -/
theorem monicPoly_monic (a b : ℕ → K) (j : ℕ) :
    (monicPoly a b j).Monic ∧ (monicPoly a b j).natDegree = j := by
  induction j using Nat.twoStepInduction with
  | zero => simp [monicPoly]
  | one => exact ⟨monic_X_sub_C _, natDegree_X_sub_C _⟩
  | more j h0 h1 =>
    have hm : ((X - C (a (j + 1))) * monicPoly a b (j + 1)).Monic :=
      (monic_X_sub_C _).mul h1.1
    have hd : ((X - C (a (j + 1))) * monicPoly a b (j + 1)).natDegree = j + 2 := by
      rw [(monic_X_sub_C _).natDegree_mul h1.1, natDegree_X_sub_C, h1.2]
      omega
    -- the subtracted term has degree at most j
    have hlt : (C (b (j + 1) ^ 2) * monicPoly a b j).natDegree <
        ((X - C (a (j + 1))) * monicPoly a b (j + 1)).natDegree := by
      have := natDegree_C_mul_le (b (j + 1) ^ 2) (monicPoly a b j)
      rw [h0.2] at this
      omega
    rw [monicPoly]
    exact ⟨hm.sub_of_left (degree_lt_degree hlt),
      (natDegree_sub_eq_left_of_natDegree_lt hlt).trans hd⟩
```

## (b) βⱼ qⱼ = πⱼ(A) q₀ for arbitrary b

Task. Let q₀, …, qₙ obey the recurrence. Show that βⱼqⱼ = πⱼ(A)q₀ for all j ≤ n, with no condition on b.

Solution. For j = 0 both sides equal q₀. For j = 1 the claim b₁q₁ = (A − a₀)q₀ is the first relation of the run. For j + 2 ≤ n, multiply the recurrence by βⱼ₊₁, use the linearity of A and write βⱼ₊₁ = βⱼbⱼ₊₁ in the last term:

    βⱼ₊₂ qⱼ₊₂ = βⱼ₊₁ (bⱼ₊₂ qⱼ₊₂)
              = βⱼ₊₁ [ (A − aⱼ₊₁) qⱼ₊₁ − bⱼ₊₁ qⱼ ]
              = (A − aⱼ₊₁)(βⱼ₊₁ qⱼ₊₁) − bⱼ₊₁² (βⱼ qⱼ)
              = (A − aⱼ₊₁) πⱼ₊₁(A) q₀ − bⱼ₊₁² πⱼ(A) q₀
              = πⱼ₊₂(A) q₀.

The fourth line uses the induction hypothesis twice. The fifth uses that substituting A for X respects sums and products and sends a constant c to c times the identity.

In Lean, `aeval A p` is the operator p(A) and `•` is multiplication of a vector by a scalar. The statement `key` is the fifth line read backwards. Then `e0` and `e1` replace πⱼ(A)q₀ and πⱼ₊₁(A)q₀ by βⱼqⱼ and βⱼ₊₁qⱼ₊₁, `s2` with `mul_smul` gives the first line, `r` inserts the recurrence, `map_smul` moves βⱼ₊₁ out of A, and after `s1` the tactic `module` compares the coefficients of Aqⱼ₊₁, qⱼ₊₁ and qⱼ on the two sides.

```lean
/-- Vectors obeying the recurrence satisfy `β_j q_j = π_j(A) q₀` for all `j ≤ n`,
for arbitrary coefficients `b`. -/
theorem betaProd_smul_eq (A : Module.End K V) (a b : ℕ → K) (q : ℕ → V) (n : ℕ)
    (hq : IsLanczosSeq A a b q n) (j : ℕ) (hj : j ≤ n) :
    betaProd b j • q j = aeval A (monicPoly a b j) (q 0) := by
  induction j using Nat.twoStepInduction with
  | zero => simp [betaProd, monicPoly]
  | one =>
    have := hq.1 hj
    simp [betaProd, monicPoly, this]
  | more j h0 h1 =>
    have e0 := h0 (by omega)
    have e1 := h1 (by omega)
    have r := hq.2 j hj
    have s1 : betaProd b (j + 1) = betaProd b j * b (j + 1) := Finset.prod_range_succ _ _
    have s2 : betaProd b (j + 2) = betaProd b (j + 1) * b (j + 2) :=
      Finset.prod_range_succ _ _
    have key : aeval A (monicPoly a b (j + 2)) (q 0) =
        A (aeval A (monicPoly a b (j + 1)) (q 0))
          - a (j + 1) • aeval A (monicPoly a b (j + 1)) (q 0)
          - b (j + 1) ^ 2 • aeval A (monicPoly a b j) (q 0) := by
      rw [monicPoly]
      simp only [map_sub, map_mul, aeval_X, aeval_C, LinearMap.sub_apply,
        Module.End.mul_apply, Module.algebraMap_end_apply]
    -- multiply the recurrence by β_(j+1)
    rw [key, ← e0, ← e1, s2, mul_smul, r, map_smul, s1]
    module
```

Since no division occurs, the identity also applies at the step where the loop stops. If w = 0 at step m − 1, the recurrence holds up to m with bₘ = 0 and any qₘ; then βₘ = 0 and the identity reads πₘ(A)q₀ = 0.

## (c) The recurrence for pⱼ with the denominator cleared

Task. Show that bⱼ₊₂ ≠ 0 implies

    bⱼ₊₂ pⱼ₊₂ = (X − aⱼ₊₁) pⱼ₊₁ − bⱼ₊₁ pⱼ.

Solution. Multiply the definition of pⱼ₊₂ by bⱼ₊₂ and use bⱼ₊₂bⱼ₊₂⁻¹ = 1. Only this one coefficient has to be nonzero. The cancellation is `mul_inv_cancel₀ hb`. The first step, b₁p₁ = X − a₀, is not part of this statement and appears as the case j = 1 of part (d).

```lean
/-- If `b_(j+2) ≠ 0`, then
`b_(j+2) p_(j+2) = (X - a_(j+1)) p_(j+1) - b_(j+1) p_j`. -/
theorem lanczosPoly_recurrence (a b : ℕ → K) (j : ℕ) (hb : b (j + 2) ≠ 0) :
    C (b (j + 2)) * lanczosPoly a b (j + 2) =
      (X - C (a (j + 1))) * lanczosPoly a b (j + 1) - C (b (j + 1)) * lanczosPoly a b j := by
  rw [lanczosPoly, ← mul_assoc, ← C_mul, mul_inv_cancel₀ hb, C_1, one_mul]
```

## (d) βⱼ pⱼ = πⱼ

Task. Show that βⱼpⱼ = πⱼ as polynomials when b₁, …, bⱼ are all nonzero.

Solution. For j = 0 the claim is 1·1 = 1, and for j = 1 it is b₁b₁⁻¹(X − a₀) = X − a₀. The step repeats the calculation of part (b) in the polynomial ring, with part (c) in place of the vector recurrence:

    βⱼ₊₂ pⱼ₊₂ = βⱼ₊₁ [ (X − aⱼ₊₁) pⱼ₊₁ − bⱼ₊₁ pⱼ ]
              = (X − aⱼ₊₁)(βⱼ₊₁ pⱼ₊₁) − bⱼ₊₁² (βⱼ pⱼ)
              = (X − aⱼ₊₁) πⱼ₊₁ − bⱼ₊₁² πⱼ
              = πⱼ₊₂.

The hypothesis `hb` ranges over 1 ≤ i ≤ j, so it is empty for j = 0, and in the step it is restricted to the shorter ranges to obtain `e0` and `e1`. After the rewrites both sides are expressions in pⱼ, pⱼ₊₁, X and constants, and `ring` confirms that they agree.

```lean
/-- If `b₁, …, b_j` are nonzero, then `β_j p_j = π_j`. -/
theorem betaProd_mul_lanczosPoly (a b : ℕ → K) (j : ℕ)
    (hb : ∀ i, 1 ≤ i → i ≤ j → b i ≠ 0) :
    C (betaProd b j) * lanczosPoly a b j = monicPoly a b j := by
  induction j using Nat.twoStepInduction with
  | zero => simp [betaProd, monicPoly, lanczosPoly]
  | one =>
    have h : betaProd b 1 = b 1 := by simp [betaProd]
    rw [h, lanczosPoly, monicPoly, ← mul_assoc, ← C_mul,
      mul_inv_cancel₀ (hb 1 le_rfl le_rfl), C_1, one_mul]
  | more j h0 h1 =>
    have e0 := h0 (fun i h h' => hb i h (by omega))
    have e1 := h1 (fun i h h' => hb i h (by omega))
    have r := lanczosPoly_recurrence a b j (hb _ (by omega) le_rfl)
    have s1 : betaProd b (j + 1) = betaProd b j * b (j + 1) := Finset.prod_range_succ _ _
    have s2 : betaProd b (j + 2) = betaProd b (j + 1) * b (j + 2) :=
      Finset.prod_range_succ _ _
    rw [monicPoly, ← e0, ← e1, s2, C_mul, mul_assoc, r, s1, C_mul, C_pow]
    ring
```

## (e) Degree, leading coefficient and the representation of qⱼ

Task. Let b₁, …, bₙ be nonzero and let q₀, …, qₙ obey the recurrence in A. Show that for every j ≤ n

    deg pⱼ = j,
    leading coefficient of pⱼ = 1 / (b₁⋯bⱼ),
    qⱼ = pⱼ(A) q₀.

Solution. The product βⱼ of nonzero elements of a field is nonzero. Multiplying by a nonzero constant does not change a degree, so parts (d) and (a) give

    deg pⱼ = deg (βⱼ pⱼ) = deg πⱼ = j.

Write ℓⱼ for the leading coefficient of pⱼ. Comparing leading coefficients in βⱼpⱼ = πⱼ gives βⱼℓⱼ = 1, hence ℓⱼ = 1/βⱼ. Finally, parts (b) and (d) give

    βⱼ qⱼ = πⱼ(A) q₀ = βⱼ pⱼ(A) q₀,

and βⱼ cancels.

The formal statement is the conjunction of these three claims. It uses `degree`, which gives the zero polynomial a value below every natural number, so the first claim includes pⱼ ≠ 0. The hypotheses `hb` and `hq` extend only to n, which matches a finite run considered before it stops. The first two claims concern the polynomials alone and their proofs do not use `hq`. In the proof, `hβ` is βⱼ ≠ 0, `e` is part (d), `hm` and `hd` come from part (a), and the three bullets follow the three arguments above, with `smul_right_injective V hβ h` as the final cancellation.

```lean
/-- If `b₁, …, b_n` are nonzero and `q₀, …, q_n` obey the recurrence in `A`, then for `j ≤ n`
the polynomial `p_j` has degree `j`, its leading coefficient is `1/(b₁ ⋯ b_j)`,
and `q_j = p_j(A) q₀`. -/
theorem lanczos_polynomial_representation (A : Module.End K V) (a b : ℕ → K) (q : ℕ → V)
    (n : ℕ) (hb : ∀ i, 1 ≤ i → i ≤ n → b i ≠ 0) (hq : IsLanczosSeq A a b q n)
    (j : ℕ) (hj : j ≤ n) :
    (lanczosPoly a b j).degree = j ∧
      (lanczosPoly a b j).leadingCoeff = 1 / betaProd b j ∧
      q j = aeval A (lanczosPoly a b j) (q 0) := by
  have hβ : betaProd b j ≠ 0 := by
    refine Finset.prod_ne_zero_iff.mpr fun i hi => hb _ (by omega) ?_
    have := Finset.mem_range.mp hi
    omega
  have e := betaProd_mul_lanczosPoly a b j (fun i h h' => hb i h (by omega))
  obtain ⟨hm, hd⟩ := monicPoly_monic a b j
  refine ⟨?_, ?_, ?_⟩
  · rw [← degree_C_mul hβ, e, degree_eq_natDegree hm.ne_zero, hd]
  · have h := hm.leadingCoeff
    rw [← e, leadingCoeff_mul, leadingCoeff_C] at h
    rw [eq_div_iff hβ, mul_comm, h]
  · -- cancel β_j from β_j q_j = π_j(A) q₀
    have h := betaProd_smul_eq A a b q n hq j hj
    rw [← e, map_mul, aeval_C, Module.End.mul_apply, Module.algebraMap_end_apply] at h
    exact smul_right_injective V hβ h
```

At the smallest sizes, j = 0 gives p₀ = 1, degree 0, leading coefficient 1/β₀ = 1 and q₀ = q₀, which is all that remains when n = 0. For j = 1 the claims are degree 1, leading coefficient 1/b₁ and q₁ = b₁⁻¹(A − a₀)q₀. For j = 2,

    p₂ = [ (X − a₁)(X − a₀) − b₁² ] / (b₁ b₂).

The numerator is π₂, the characteristic polynomial of the 2 × 2 symmetric matrix with diagonal a₀, a₁ and off-diagonal b₁; that identification, and its extension to the j × j tridiagonal matrix, is a side remark without a Lean check.

## (f) qⱼ lies in the Krylov space

Task. Under the conditions of part (e), show that qⱼ is a linear combination of q₀, Aq₀, …, Aʲq₀.

Solution. By part (e), pⱼ has degree j, so it can be written with coefficients c₀, …, cⱼ in K as pⱼ = Σₖ cₖXᵏ, the sum running over k = 0, …, j. Therefore

    qⱼ = pⱼ(A) q₀ = Σₖ cₖ Aᵏ q₀,    k = 0, …, j.

In Lean the Krylov space is the span of the set `{v | ∃ k ≤ j, v = (A ^ k) (q 0)}`, which has up to j + 1 generators. The lemma `aeval_eq_sum_range` gives the expansion, `hn` fixes its upper limit at j, and each term is a scalar multiple of a generator. The statement is membership only. Linear independence of q₀, …, qⱼ is not claimed and can fail: part (g) has a run in which q₂ is the zero vector. The vectors do span the Krylov space, because each pᵢ with i ≤ j has degree exactly i, but this is not checked in Lean.

```lean
/-- Under the same conditions `q_j` lies in the Krylov space spanned by
`q₀, A q₀, …, A^j q₀`. -/
theorem mem_krylov (A : Module.End K V) (a b : ℕ → K) (q : ℕ → V)
    (n : ℕ) (hb : ∀ i, 1 ≤ i → i ≤ n → b i ≠ 0) (hq : IsLanczosSeq A a b q n)
    (j : ℕ) (hj : j ≤ n) :
    q j ∈ Submodule.span K {v | ∃ k ≤ j, v = (A ^ k) (q 0)} := by
  obtain ⟨hd, -, h⟩ := lanczos_polynomial_representation A a b q n hb hq j hj
  have hn : (lanczosPoly a b j).natDegree = j := natDegree_eq_of_degree_eq_some hd
  rw [h, aeval_eq_sum_range, hn, LinearMap.sum_apply]
  refine Submodule.sum_mem _ fun k hk => ?_
  rw [LinearMap.smul_apply]
  refine Submodule.smul_mem _ _ (Submodule.subset_span ⟨k, ?_, rfl⟩)
  have := Finset.mem_range.mp hk
  omega
```

## (g) A two-level example

Task. Let V = ℝ² and let A be the Pauli matrix σₓ, with rows (0, 1) and (1, 0), which describes two degenerate levels coupled with unit strength. Take aⱼ = 0 and bⱼ = 1 for all j. Show that q₀ = (1, 0), q₁ = (0, 1), q₂ = (0, 0) obey the recurrence up to n = 2.

Solution. The matrix σₓ exchanges the two components. The two relations to check are

    A q₀ − a₀ q₀ = (0, 1) = b₁ q₁,
    A q₁ − a₁ q₁ − b₁ q₀ = (1, 0) − (1, 0) = (0, 0) = b₂ q₂.

All bⱼ equal 1, so part (e) applies with p₁ = X and p₂ = X² − 1, and q₂ = p₂(σₓ)q₀ = 0 agrees with σₓ² = 1. The polynomial p₂ has degree 2 although the vector it produces is zero. The vectors q₀ and q₁ are unit vectors and coincide with what the loop produces, with a₀ = a₁ = 0 and b₁ = 1. The loop would then find w = 0, set b₂ = 0 and stop after q₁; the choice b₂ = 1 with q₂ = 0 is a solution of the recurrence as an identity, and is allowed because the model does not ask for normalised vectors.

In Lean, `Matrix.toLin'` turns the matrix into a linear map on functions `Fin 2 → ℝ`, whose components are numbered 0 and 1. The condition j + 2 ≤ 2 forces j = 0, so each half of `IsLanczosSeq` is one vector equation, checked component by component with `fin_cases`.

```lean
/-- For the matrix `σₓ` on `ℝ²` with `a = 0` and `b = 1`, the vectors `q₀ = (1,0)`,
`q₁ = (0,1)`, `q₂ = 0` obey the recurrence up to `n = 2`. -/
theorem isLanczosSeq_witness :
    IsLanczosSeq (Matrix.toLin' (!![0, 1; 1, 0] : Matrix (Fin 2) (Fin 2) ℝ))
      (fun _ => 0) (fun _ => 1)
      (fun j => if j = 0 then ![1, 0] else if j = 1 then ![0, 1] else 0) 2 := by
  refine ⟨fun _ => ?_, fun j hj => ?_⟩
  · ext i
    fin_cases i <;> simp [Matrix.toLin'_apply]
  · obtain rfl : j = 0 := by omega
    ext i
    fin_cases i <;> simp [Matrix.toLin'_apply]

end

end LanczosPolynomials
```

```lean
#print axioms LanczosPolynomials.lanczos_polynomial_representation
#print axioms LanczosPolynomials.mem_krylov
```

```
'LanczosPolynomials.lanczos_polynomial_representation' depends on axioms: [propext, Classical.choice, Quot.sound]
'LanczosPolynomials.mem_krylov' depends on axioms: [propext, Classical.choice, Quot.sound]
```
